# The block Wegner generator vanishes for two degenerate levels that are still coupled

The declaration concerns a two-level Hamiltonian with both diagonal energies 0 and off-diagonal coupling 1, where P projects onto the first level and Q = 1 - P. It states that the block Wegner generator, the commutator of PHP + QHQ with PHQ + QHP, is the zero matrix, while PHQ + QHP itself is not. The attempt first checks entry by entry that the block-diagonal part is zero, which makes the commutator zero. It then supposes that the coupling part is zero too, and looks for a contradiction in its upper right entry.

The first attempt, which Lean rejects:

```lean
import Mathlib

open Matrix

namespace BlockWegnerFlow

noncomputable section

variable {n : Type*} [Fintype n] [DecidableEq n]

/-- The block-diagonal part `PHP + QHQ` of `H`, with `Q = 1 - P`. -/
def blockPart (P H : Matrix n n ℂ) : Matrix n n ℂ :=
  P * H * P + (1 - P) * H * (1 - P)

/-- The part `PHQ + QHP` of `H` that couples the model space to the outer space. -/
def coupling (P H : Matrix n n ℂ) : Matrix n n ℂ :=
  P * H * (1 - P) + (1 - P) * H * P

/-- The block Wegner generator, the commutator of the block-diagonal part with the coupling. -/
def generator (P H : Matrix n n ℂ) : Matrix n n ℂ :=
  blockPart P H * coupling P H - coupling P H * blockPart P H

/-- The projector onto the first state of a two-level system. -/
def modelP : Matrix (Fin 2) (Fin 2) ℂ := !![1, 0; 0, 0]

/-- Two levels at energies `x` and `-x` with coupling `y`. -/
def twoLevel (x y : ℂ) : Matrix (Fin 2) (Fin 2) ℂ := !![x, y; y, -x]

/-- For the two-level matrix with both diagonal energies `0` and coupling `1`, the generator
vanishes although the coupling does not. -/
theorem degenerate_stall :
    generator modelP (twoLevel 0 1) = 0 ∧ coupling modelP (twoLevel 0 1) ≠ 0 := by
  have hd : blockPart modelP (twoLevel 0 1) = 0 := by
    ext i j
    fin_cases i <;> fin_cases j <;>
      simp [blockPart, modelP, twoLevel, Matrix.mul_apply, Fin.sum_univ_succ]
  refine ⟨by simp [generator, hd], fun h => ?_⟩
  have h01 := congrFun (congrFun h 0) 1
  simp [coupling, modelP, twoLevel, Matrix.mul_apply, Fin.sum_univ_succ] at h01

end

end BlockWegnerFlow
```

Compiling this gives:

```
Main.lean:32:80: error: unsolved goals
hd : blockPart modelP (twoLevel 0 1) = 0
h : coupling modelP (twoLevel 0 1) = 0
h01 : (![0, 1] ᵥ* (1 - !![1, 0; 0, 0])) 1 = 0
⊢ False
```

The message says that the last `simp` left the goal `False` open. It should have reduced `h01` to the absurdity `1 = 0`, but it stopped at a row vector times a matrix, `![0, 1] ᵥ* (1 - !![1, 0; 0, 0])`. The product had been rewritten into this row form, which `Matrix.mul_apply` does not match, since that lemma expands an entry of a matrix-matrix product. The rules that work out `ᵥ*` on explicit entries did not fit either, because the right-hand factor is a difference and not a single matrix literal.

The repair proves `q`, which gives `1 - modelP` as the literal `!![0, 0; 0, 1]`, and rewrites with it in `h` before `modelP` is unfolded, while the pattern is still there. Every factor is then an explicit 2×2 matrix, so `Matrix.mul_fin_two` can carry out the products. The upper right entry now simplifies to `1 = 0`, and `simp at h01` closes the goal. Dropping the lemma list from that last call is mere tidying, as the unfolding and multiplication are already done.

Lean accepts the file once it reads:

```diff
@@ -35,7 +35,12 @@
     fin_cases i <;> fin_cases j <;>
       simp [blockPart, modelP, twoLevel, Matrix.mul_apply, Fin.sum_univ_succ]
+  have q : 1 - modelP = !![0, 0; 0, 1] := by
+    ext i j
+    fin_cases i <;> fin_cases j <;> simp [modelP, Matrix.one_fin_two]
   refine ⟨by simp [generator, hd], fun h => ?_⟩
+  rw [coupling, q, modelP, twoLevel] at h
+  simp only [Matrix.mul_fin_two] at h
   have h01 := congrFun (congrFun h 0) 1
-  simp [coupling, modelP, twoLevel, Matrix.mul_apply, Fin.sum_univ_succ] at h01
+  simp at h01
 
 end
```
